# For U > 0, the empty and filled states of an orbital with energy ex + (U/2)x(1 − x) are both local minima exactly when |e| < U/2

A DFT+U calculation on a compound with a partly filled d or f shell can converge to different solutions from different starting occupations. One run ends with a given orbital empty, another with the same orbital filled, and the two total energies differ. Each run may have settled in a local minimum, but at most one of them can have found the lowest energy. For which orbital levels can the Hubbard correction hold an orbital in either state?

The question has an exact answer for a single orbital whose energy, apart from the correction, is linear in its occupation.

```lean
import Mathlib

open Set Topology

namespace DudarevMetastability

noncomputable section
```

## The energy of one orbital

Let $x$ be the occupation of one spin-orbital, with $0 \le x \le 1$, and let $e$ be its level without the correction, measured from the chemical potential of the reservoir that supplies the electrons. The Dudarev term for one orbital is $\frac U2(x - x^2)$, so that

$$E(x) = e\,x + \frac U2\,x(1-x).$$

The constant $U$ stands for the effective on-site repulsion, often written $U_{\text{eff}} = U - J$, and is taken as given. The correction vanishes at $x=0$ and $x=1$ and penalises fractional occupations in between. The letter $e$ is an energy here, not the elementary charge.

In Lean all three quantities are real numbers, with $U$ and $e$ in the same energy unit. The function `energy U e` is defined for every real $x$; the physical range enters later, through the set on which minima are sought.

```lean
/-- Energy of an orbital with level `e` and occupation `x`, including the Dudarev
correction `(U/2) x (1 - x)`. -/
def energy (U e x : ℝ) : ℝ := e * x + U / 2 * (x * (1 - x))
```

The potential that acts on the orbital is

$$V(x) = e + U\left(\tfrac12 - x\right).$$

In the literature "Dudarev potential" often means the second term alone. Here `potential` includes the level $e$, so its sign says whether the corrected level lies above or below the chemical potential.

```lean
/-- The orbital potential `e + U (1/2 - x)`: the level plus the Dudarev shift. -/
def potential (U e x : ℝ) : ℝ := e + U * (1 / 2 - x)
```

This expression should be the slope of the energy. The product rule gives $\frac{d}{dx}\,x(1-x) = (1-x) - x = 1 - 2x$, hence

$$E'(x) = e + \frac U2(1-2x) = V(x).$$

The Lean proof assembles the same derivative from the rules for constant multiples, products and sums, and `ring` matches the result to the definition of $V$.

```lean
/-- The orbital potential is the derivative of the energy with respect to occupation. -/
theorem hasDerivAt_energy (U e x : ℝ) :
    HasDerivAt (energy U e) (potential U e x) x := by
  have h := ((hasDerivAt_id' x).const_mul e).fun_add
    (((hasDerivAt_id' x).fun_mul ((hasDerivAt_id' x).const_sub 1)).const_mul (U / 2))
  exact h.congr_deriv (by unfold potential; ring)
```

## Curvature −U, exactly

Since $E$ is quadratic, its expansion about any point stops at second order. With $y = x + \delta$,

$$E(x+\delta) = e(x+\delta) + \frac U2\left[x(1-x) + \delta(1-2x) - \delta^2\right] = E(x) + V(x)\,\delta - \frac U2\,\delta^2 .$$

The second derivative is $-U$ everywhere. For $U>0$ the energy is a parabola that opens downwards, and everything below follows from this identity.

```lean
/-- Moving the occupation from `x` to `y` changes the energy by a term linear in the
potential and a quadratic term with curvature `-U`. -/
theorem energy_expansion (U e x y : ℝ) :
    energy U e y = energy U e x + potential U e x * (y - x) - U / 2 * (y - x) ^ 2 := by
  unfold energy potential
  ring
```

## Local minima on the physical interval

A local minimum at occupation $a$ means that no allowed occupation close to $a$ has lower energy: there is an $\varepsilon > 0$ such that $E(a) \le E(y)$ for every allowed $y$ with $|y-a|<\varepsilon$. Mathlib's `IsLocalMinOn f s a` says this in terms of neighbourhoods of `a` within the set `s`, and the next lemma translates it into the version with a radius.

The restriction to `s` matters. If `IsLocalMin`, which compares with all nearby real numbers, were written in place of `IsLocalMinOn`, the criterion would be false: a parabola that opens downwards has no local minimum on the whole line, so the empty and filled states would fail the definition for every $e$. When the empty state is a local minimum, the reason is that filling the orbital slightly costs energy and emptying it further is impossible, not that the slope vanishes there.

```lean
/-- A point is a local minimum on a set of occupations exactly when no point of the set
within some positive distance has lower energy. -/
theorem isLocalMinOn_iff_radius (f : ℝ → ℝ) (s : Set ℝ) (a : ℝ) :
    IsLocalMinOn f s a ↔ ∃ ε > 0, ∀ y ∈ s, |y - a| < ε → f a ≤ f y := by
  have h0 : IsLocalMinOn f s a ↔ {y | f a ≤ f y} ∈ 𝓝[s] a := Iff.rfl
  rw [h0, Metric.mem_nhdsWithin_iff]
  constructor
  · rintro ⟨ε, hε, h⟩
    exact ⟨ε, hε, fun y hy hd => h ⟨by rwa [Metric.mem_ball, Real.dist_eq], hy⟩⟩
  · rintro ⟨ε, hε, h⟩
    refine ⟨ε, hε, fun y hy => h y hy.2 ?_⟩
    have hd := hy.1
    rwa [Metric.mem_ball, Real.dist_eq] at hd
```

## The empty orbital

From $x=0$ the occupation can only increase. The expansion gives, for $0\le y\le 1$,

$$E(y) - E(0) = y\left(V(0) - \frac U2\,y\right), \qquad V(0) = e + \frac U2 .$$

If $V(0)>0$, the bracket is positive for all $y < 2V(0)/U$, so $x=0$ is a local minimum. If $V(0)\le 0$, the right-hand side is negative for every $y>0$, and any small transfer of charge into the orbital lowers the energy. The borderline case $V(0)=0$ belongs to the second group, because the quadratic term then decides.

The Lean proof has the same two halves. For the first implication it takes a trial occupation `d` that is positive, smaller than the given radius and at most 1, and shows that $V(0)\le 0$ would contradict minimality. For the converse it supplies the radius $2V(0)/U$ explicitly. In both halves `nlinarith` receives the products it needs for the sign argument.

```lean
/-- For `U > 0`, the empty orbital is a local minimum on `[0,1]` exactly when its
potential is positive. -/
theorem empty_isLocalMin_iff {U : ℝ} (hU : 0 < U) (e : ℝ) :
    IsLocalMinOn (energy U e) (Icc 0 1) 0 ↔ 0 < potential U e 0 := by
  rw [isLocalMinOn_iff_radius]
  constructor
  · rintro ⟨ε, hε, h⟩
    obtain ⟨d, hd, hdε, hd1⟩ : ∃ d : ℝ, 0 < d ∧ d < ε ∧ d ≤ 1 :=
      ⟨min (ε / 2) 1, by positivity, by linarith [min_le_left (ε / 2) 1], min_le_right _ _⟩
    have h1 := h d ⟨hd.le, hd1⟩ (by rwa [sub_zero, abs_of_pos hd])
    rw [energy_expansion U e 0 d] at h1
    by_contra hV
    nlinarith [mul_pos hU (pow_pos hd 2), mul_nonneg hd.le (sub_nonneg.mpr (not_lt.mp hV))]
  · intro hV
    refine ⟨2 * potential U e 0 / U, by positivity, fun y hy hd => ?_⟩
    rw [sub_zero, abs_of_nonneg hy.1, lt_div_iff₀ hU] at hd
    rw [energy_expansion U e 0 y]
    nlinarith [mul_nonneg hy.1 (sub_nonneg.mpr hd.le)]
```

## The filled orbital, by exchanging electrons and holes

A filled orbital is one without holes. In terms of the hole occupation $1-y$, and with the level reversed in sign,

$$e\,y + \frac U2\,y(1-y) = \left[(-e)(1-y) + \frac U2\,(1-y)\,y\right] + e .$$

The bracket is the energy of an orbital with level $-e$ and occupation $1-y$, and the constant $e$ does not affect where the minima lie. The filled orbital at level $e$ is therefore a local minimum exactly when the empty orbital at level $-e$ is one, that is, when $-e+\frac U2>0$. Since $V(1) = e - \frac U2$, this is the condition $V(1)<0$.

In the proof, `hE` is the identity above and `hV` converts the condition on the potential. The rest carries the inequality from $y$ to $1-y$, which leaves distances unchanged, so the same radius serves on both sides.

```lean
/-- For `U > 0`, the filled orbital is a local minimum on `[0,1]` exactly when its
potential is negative. -/
theorem filled_isLocalMin_iff {U : ℝ} (hU : 0 < U) (e : ℝ) :
    IsLocalMinOn (energy U e) (Icc 0 1) 1 ↔ potential U e 1 < 0 := by
  -- exchanging electrons and holes reduces this to the empty orbital
  have hE : ∀ y, energy U e y = energy U (-e) (1 - y) + e := by
    intro y; unfold energy; ring
  have hV : potential U e 1 < 0 ↔ 0 < potential U (-e) 0 := by
    unfold potential; constructor <;> intro h <;> linarith
  rw [hV, ← empty_isLocalMin_iff hU, isLocalMinOn_iff_radius, isLocalMinOn_iff_radius]
  constructor
  · rintro ⟨ε, hε, h⟩
    refine ⟨ε, hε, fun y hy hd => ?_⟩
    have h1 := h (1 - y) ⟨by linarith [hy.2], by linarith [hy.1]⟩
      (by rw [show 1 - y - 1 = -(y - 0) by ring, abs_neg]; exact hd)
    rw [hE 1, hE (1 - y), sub_self, sub_sub_cancel] at h1
    linarith
  · rintro ⟨ε, hε, h⟩
    refine ⟨ε, hε, fun y hy hd => ?_⟩
    have h1 := h (1 - y) ⟨by linarith [hy.2], by linarith [hy.1]⟩
      (by rw [show 1 - y - 0 = -(y - 1) by ring, abs_neg]; exact hd)
    rw [hE 1, hE y, sub_self]
    linarith
```

## No fractional minimum, and the window |e| < U/2

Now take an occupation strictly between 0 and 1. It can move both ways by some small $d>0$, and the linear terms cancel in the sum:

$$\left[E(x+d)-E(x)\right] + \left[E(x-d)-E(x)\right] = -U d^2 < 0 .$$

At least one of the two displacements lowers the energy, so $x$ is not a local minimum. This holds even where $V(x)=0$; such a stationary point is a maximum.

For the endpoints, the two previous results combine. Both are local minima exactly when

$$e + \frac U2 > 0 \quad\text{and}\quad e - \frac U2 < 0, \qquad\text{that is,}\qquad |e| < \frac U2 .$$

The theorem `metastable_iff` states both conclusions for every $U>0$ and every real $e$. Its first part says that any `x` in `Icc 0 1`, the closed interval $[0,1]$, at which the energy has a local minimum on that interval is 0 or 1. Its second part is the equivalence with `|e| < U / 2`. The inequality is strict: at $e = U/2$ the filled state is no longer a local minimum, and at $e=-U/2$ the empty one is not. Assuming only $U\ge 0$ would not be enough, because at $U=0$ and $e=0$ the energy is constant and every occupation is a local minimiser.

In the first part of the proof, `d` is chosen below the radius and no larger than $x$ or $1-x$, so that both displaced occupations stay in the interval. The inequalities `hp` and `hm` are the two comparisons, and `nlinarith` adds them to reach the contradiction. The second part rewrites with the two endpoint criteria and leaves linear arithmetic.

```lean
/-- For `U > 0`, every local minimiser of the energy on `[0,1]` is an endpoint, and both
endpoints are local minima exactly when `|e| < U/2`. -/
theorem metastable_iff {U : ℝ} (hU : 0 < U) (e : ℝ) :
    (∀ x ∈ Icc (0 : ℝ) 1, IsLocalMinOn (energy U e) (Icc 0 1) x → x = 0 ∨ x = 1) ∧
    ((IsLocalMinOn (energy U e) (Icc 0 1) 0 ∧ IsLocalMinOn (energy U e) (Icc 0 1) 1) ↔
      |e| < U / 2) := by
  constructor
  · intro x hx hmin
    by_contra hne
    rw [not_or] at hne
    have h0 : 0 < x := lt_of_le_of_ne hx.1 (Ne.symm hne.1)
    have h1 : 0 < 1 - x := sub_pos.mpr (lt_of_le_of_ne hx.2 hne.2)
    obtain ⟨ε, hε, h⟩ := (isLocalMinOn_iff_radius _ _ _).mp hmin
    obtain ⟨d, hd, hdε, hdx, hdx'⟩ : ∃ d : ℝ, 0 < d ∧ d < ε ∧ d ≤ x ∧ d ≤ 1 - x :=
      ⟨min (ε / 2) (min x (1 - x)), lt_min (by linarith) (lt_min h0 h1),
        by linarith [min_le_left (ε / 2) (min x (1 - x))],
        (min_le_right _ _).trans (min_le_left _ _),
        (min_le_right _ _).trans (min_le_right _ _)⟩
    -- opposite displacements cancel the linear term and leave the negative curvature
    have hp := h (x + d) ⟨by linarith, by linarith⟩
      (by rwa [add_sub_cancel_left, abs_of_pos hd])
    have hm := h (x - d) ⟨by linarith, by linarith⟩
      (by rwa [show x - d - x = -d by ring, abs_neg, abs_of_pos hd])
    rw [energy_expansion U e x (x + d)] at hp
    rw [energy_expansion U e x (x - d)] at hm
    nlinarith [mul_pos hU (pow_pos hd 2)]
  · rw [empty_isLocalMin_iff hU, filled_isLocalMin_iff hU, abs_lt]
    unfold potential
    constructor <;> rintro ⟨ha, hb⟩ <;> constructor <;> linarith
```

## The barrier between the two states

Inside the window, the two minima are separated by the point where the potential vanishes:

$$V(x^*) = 0 \quad\Longrightarrow\quad x^* = \frac12 + \frac eU ,$$

which lies strictly between 0 and 1 because $|e|/U<\frac12$. Expanding about $x^*$ removes the linear term,

$$E(x) = E(x^*) - \frac U2\,(x-x^*)^2 ,$$

so $x^*$ is the maximum. Setting $x=0$ and $x=1$ gives the heights

$$E(x^*)-E(0) = \frac U2\,{x^*}^2 = \frac{(U/2+e)^2}{2U}, \qquad E(x^*)-E(1) = \frac U2\,(1-x^*)^2 = \frac{(U/2-e)^2}{2U}.$$

Their difference is $e = E(1)-E(0)$, as it must be. As $e$ rises towards $U/2$, the barrier that protects the filled state shrinks to zero quadratically.

The theorem `barrier` collects these statements. In its proof `hl` and `hr` place $x^*$ in the open interval, `hV` records that the potential vanishes there, and the expansion then gives the maximum. The two heights are checked directly from the definition of the energy.

```lean
/-- For `U > 0` and `|e| < U/2`, the energy has its maximum at the fractional occupation
`1/2 + e/U`, with the stated barrier heights above the empty and the filled orbital. -/
theorem barrier {U e : ℝ} (hU : 0 < U) (he : |e| < U / 2) :
    1 / 2 + e / U ∈ Ioo (0 : ℝ) 1 ∧
    (∀ x, energy U e x ≤ energy U e (1 / 2 + e / U)) ∧
    energy U e (1 / 2 + e / U) - energy U e 0 = (U / 2 + e) ^ 2 / (2 * U) ∧
    energy U e (1 / 2 + e / U) - energy U e 1 = (U / 2 - e) ^ 2 / (2 * U) := by
  have hU0 : U ≠ 0 := hU.ne'
  obtain ⟨ha, hb⟩ := abs_lt.mp he
  have hl : -(1 / 2) < e / U := by rw [lt_div_iff₀ hU]; linarith
  have hr : e / U < 1 / 2 := by rw [div_lt_iff₀ hU]; linarith
  -- the potential vanishes at the top of the barrier
  have hV : potential U e (1 / 2 + e / U) = 0 := by
    unfold potential
    field_simp
    ring
  refine ⟨⟨by linarith, by linarith⟩, fun x => ?_, ?_, ?_⟩
  · rw [energy_expansion U e (1 / 2 + e / U) x, hV]
    nlinarith [mul_nonneg hU.le (sq_nonneg (x - (1 / 2 + e / U)))]
  · unfold energy
    field_simp
    ring
  · unfold energy
    field_simp
    ring

end

end DudarevMetastability
```

```lean
#print axioms DudarevMetastability.hasDerivAt_energy
#print axioms DudarevMetastability.filled_isLocalMin_iff
#print axioms DudarevMetastability.metastable_iff
#print axioms DudarevMetastability.barrier
```

```
'DudarevMetastability.hasDerivAt_energy' depends on axioms: [propext, Classical.choice, Quot.sound]
'DudarevMetastability.filled_isLocalMin_iff' depends on axioms: [propext, Classical.choice, Quot.sound]
'DudarevMetastability.metastable_iff' depends on axioms: [propext, Classical.choice, Quot.sound]
'DudarevMetastability.barrier' depends on axioms: [propext, Classical.choice, Quot.sound]
```

## The two solutions in a self-consistent cycle

A DFT+U code builds the correction from the current occupations. An orbital with occupation near 0 is shifted up by about $U/2$, and one with occupation near 1 is shifted down by about $U/2$. The next iteration then fills the levels below the chemical potential and empties those above it.

Take $U = 4$ eV and $e = 1$ eV as an illustration. If the cycle starts with the orbital empty, its level is at $V(0) = +3$ eV and it stays empty. If it starts with the orbital filled, its level is at $V(1) = -1$ eV and it stays filled, although this state lies 1 eV higher in energy. The barrier is at $x^* = 0.75$, and its height is 1.125 eV from the empty side and 0.125 eV from the filled side. The starting occupations decide which solution is reached.

For a single orbital with a fixed level, the result thus says when both integer states are local minima of the DFT+U energy. The higher of the two is then metastable; at $e=0$ they have equal energy. The step from here to a material is the assumption that $e$ stays constant while $x$ changes. In a real calculation the other electrons relax, the orbital hybridises with its neighbours, and the underlying functional usually adds a positive curvature of its own. These effects can narrow the window or close it. If the functional adds a term $\frac K2x^2$, for instance, the window becomes $-\frac U2<e<\frac U2-K$ for $0<K<U$, and for $K>U$ there is none. The condition $|e|<U/2$ should therefore not be applied to a material without checking how $e$ changes with $x$.
